# Local support confines nonzero two-electron radial integrals to a band of index pairs

Let \(t_0\le t_1\le\cdots\) be knots, and let \(B_0,\ldots,B_{n-1}\) be real functions such that \(B_i\) vanishes outside \([t_i,t_{i+k})\), with \(1\le k\le n\). Then \(B_iB_j=0\) whenever \(|i-j|\ge k\). The number of remaining ordered pairs is exactly

\[
N=n(2k-1)-k(k-1),
\]

and at most \(N^2\) two-electron radial integrals are nonzero, whatever the real kernel.

## Product densities and radial kernels

After angular reduction, a two-electron matrix element contains integrals of the form

\[
R(i,j;i',j')=\iint B_i(r)B_j(r)\,K(r,s)\,B_{i'}(s)B_{j'}(s)\,dr\,ds .
\]

Here \(r\) and \(s\) are the two radii and \(K\) is the radial kernel. The \(B_i\) expand the radial wave function multiplied by the radius, so the volume factors \(r^2\) and \(s^2\) are already absorbed. For the Coulomb multipole of order \(L\), the kernel is \(r_<^L/r_>^{L+1}\), where \(r_<\) and \(r_>\) are the smaller and larger radius. Breit integrals have other kernels, but the vanishing argument uses only the supports of the \(B_i\).

For an atomic calculation in a single finite set of such functions, a table of these integrals for one kernel at fixed \(k\) therefore has a number of nonzero entries that grows at most as \(n^2\), compared with \(n^4\) index combinations.

## Disjoint supports and the band count

Suppose \(B_i(r)B_j(r)\ne0\). Then \(r\) lies in both supports. If \(i-j\ge k\), monotonicity gives

\[
r<t_{j+k}\le t_i\le r,
\]

a contradiction. The case \(j-i\ge k\) is the same with the indices exchanged.

Call the set of ordered pairs with \(|i-j|<k\) the band. For \(k\) functions all \(k^2\) pairs belong to it. Now add a function with index \(m\ge k\) to those with indices \(0,\ldots,m-1\). Its earlier partners in the band are \(m-k+1,\ldots,m-1\), which are \(k-1\) indices. Both orders count, and so does the diagonal pair, so the band grows by \(2(k-1)+1=2k-1\). Hence

\[
N=k^2+(n-k)(2k-1)=n(2k-1)-k(k-1).
\]

If either electron's pair lies outside the band, the integrand is zero everywhere. A nonzero integral therefore needs one band pair for each electron, which leaves at most \(N^2\) possibilities.

At \(k=1\) only diagonal pairs survive, so \(N=n\). At \(k=n\) every pair is in the band, \(N=n^2\), and the bound gives no reduction.

## Positive integrals attain the bound

Inside the band an integral could still vanish, by cancellation or because repeated knots leave the supports without overlap. Both are excluded if the functions are nonnegative and positive inside their intervals, the kernel is positive beyond the first knot and nonnegative from it on, the integrand is integrable, and \(t_j<t_{i+k}\) whenever \(j<i+k\) for function indices \(i,j\). For a band pair, the last condition gives

\[
\max(t_i,t_j)<\min(t_{i+k},t_{j+k}),
\]

so the two supports share an open interval. The integrand is then nonnegative everywhere and positive on an open rectangle, and its integral is positive. The knot condition permits repeated end knots when the interior knots are simple.

An explicit example takes \(t_i=i+1\) and \(B_i=1\) on \([i+1,i+k+1)\), zero elsewhere. For radii \(r,s\ge1\),

\[
0<\frac{r_<^L}{r_>^{L+1}}\le\frac{r_>^L}{r_>^{L+1}}=\frac1{r_>}\le1 .
\]

The integrand is thus bounded by \(B_i(r)B_{i'}(s)\), which is integrable. Exactly \(N^2\) integrals are nonzero, for every \(L\). The boxes are discontinuous and have no finite kinetic energy, so they serve only to show that the bound is attained, not as a basis for orbitals.

## Supports, labels and integrals in Lean

`LocalSupport t k B` is the support condition. It assumes nothing about smoothness, polynomial form or normalisation, so B-splines of order \(k\) are the intended case but are not constructed. The type `Fin n` numbers the functions from zero, and `band n k` is the finite set of ordered pairs with \(|i-j|<k\).

In `radialIntegral B K p q`, the pair `p` belongs to the first electron and `q` to the second. Integrals related by a symmetry, such as exchanging the two members of `p`, are counted separately. The integration runs over \(\mathbb R\times\mathbb R\), and knots with \(t_0\ge0\) restrict it to physical radii. Lean gives a non-integrable integrand the integral zero, but the vanishing outside the band does not rely on this, because the integrand itself is zero there.

`nonzero_count_le` states the upper bound, with `ncard` counting the labels of nonzero integrals. The counts are compared as integers, so the subtractions are ordinary ones. `nonzero_count_witness` states equality for the box functions. The model uses one set of functions for all four factors; separate sets for large and small relativistic components would need their own support count.

```lean
import Mathlib

open MeasureTheory Finset

namespace SplineRadialIntegrals

noncomputable section

/-- Each basis function `B i` vanishes outside the knot interval `[t i, t (i + k))`. -/
def LocalSupport {n : ℕ} (t : ℕ → ℝ) (k : ℕ) (B : Fin n → ℝ → ℝ) : Prop :=
  ∀ (i : Fin n) (r : ℝ), r ∉ Set.Ico (t i) (t (i + k)) → B i r = 0

/-- The ordered index pairs whose distance is less than `k`. -/
def band (n k : ℕ) : Finset (Fin n × Fin n) :=
  univ.filter fun p => |((p.1 : ℕ) : ℤ) - ((p.2 : ℕ) : ℤ)| < (k : ℤ)

/-- The integrand of a two-electron radial integral: the product density `p` of the first
electron, the kernel `K`, and the product density `q` of the second electron. -/
def integrand {n : ℕ} (B : Fin n → ℝ → ℝ) (K : ℝ → ℝ → ℝ) (p q : Fin n × Fin n)
    (x : ℝ × ℝ) : ℝ :=
  B p.1 x.1 * B p.2 x.1 * K x.1 x.2 * (B q.1 x.2 * B q.2 x.2)

/-- The two-electron radial integral with kernel `K`. -/
def radialIntegral {n : ℕ} (B : Fin n → ℝ → ℝ) (K : ℝ → ℝ → ℝ) (p q : Fin n × Fin n) : ℝ :=
  ∫ x : ℝ × ℝ, integrand B K p q x

/-- The Coulomb multipole kernel: the `L`-th power of the smaller radius over the `(L+1)`-th
power of the larger one, for positive radii. -/
def multipoleKernel (L : ℕ) (r s : ℝ) : ℝ := min r s ^ L / max r s ^ (L + 1)

/-- Box functions on the knots 1, 2, 3, …: `boxBasis n k i` is one on `[i + 1, i + k + 1)`
and zero elsewhere. -/
def boxBasis (n k : ℕ) (i : Fin n) : ℝ → ℝ :=
  Set.indicator (Set.Ico (((i : ℕ) : ℝ) + 1) ((((i : ℕ) + k : ℕ) : ℝ) + 1)) fun _ => 1

/-- For monotone knots and locally supported functions, the product of two basis functions
vanishes everywhere when their indices differ by at least `k`. -/
theorem product_eq_zero {n k : ℕ} {t : ℕ → ℝ} {B : Fin n → ℝ → ℝ} (ht : Monotone t)
    (hB : LocalSupport t k B) {i j : Fin n}
    (hij : (k : ℤ) ≤ |((i : ℕ) : ℤ) - ((j : ℕ) : ℤ)|) (r : ℝ) : B i r * B j r = 0 := by
  by_contra h
  -- a nonzero product puts `r` in both supports
  have hi : r ∈ Set.Ico (t i) (t (i + k)) := by
    by_contra h'
    exact h (by rw [hB i r h', zero_mul])
  have hj : r ∈ Set.Ico (t j) (t (j + k)) := by
    by_contra h'
    exact h (by rw [hB j r h', mul_zero])
  rcases le_abs.1 hij with h1 | h1
  · have h2 := ht (show (j : ℕ) + k ≤ i by omega)
    linarith [hj.2, hi.1]
  · have h2 := ht (show (i : ℕ) + k ≤ j by omega)
    linarith [hi.2, hj.1]

/-- When `1 ≤ k ≤ m`, exactly `k - 1` of the indices below `m` lie within distance less than
`k` of `m`. -/
theorem edge_count {m k : ℕ} (hk : 1 ≤ k) (hm : k ≤ m) :
    ∑ i ∈ range m, (if |(i : ℤ) - (m : ℤ)| < (k : ℤ) then (1 : ℤ) else 0) = k - 1 := by
  have h : (range m).filter (fun i : ℕ => |(i : ℤ) - (m : ℤ)| < (k : ℤ))
      = Ico (m + 1 - k) m := by
    ext i
    simp only [mem_filter, mem_range, mem_Ico, abs_lt]
    omega
  rw [← sum_filter, h, sum_const, Nat.card_Ico, nsmul_eq_mul, mul_one]
  omega

/-- For `1 ≤ k ≤ n` the band contains exactly `n(2k-1) - k(k-1)` ordered pairs. -/
theorem band_card {n k : ℕ} (hk : 1 ≤ k) (hn : k ≤ n) :
    ((band n k).card : ℤ) = n * (2 * k - 1) - k * (k - 1) := by
  have key : ∀ m : ℕ, k ≤ m → ∑ i ∈ range m, ∑ j ∈ range m,
      (if |(i : ℤ) - (j : ℤ)| < (k : ℤ) then (1 : ℤ) else 0)
        = m * (2 * k - 1) - k * (k - 1) := by
    intro m hm
    induction m, hm using Nat.le_induction with
    | base =>
      -- for `k` functions every pair is in the band
      have h1 : ∀ i ∈ range k, ∑ j ∈ range k,
          (if |(i : ℤ) - (j : ℤ)| < (k : ℤ) then (1 : ℤ) else 0) = k := by
        intro i hi
        have h2 : ∀ j ∈ range k,
            (if |(i : ℤ) - (j : ℤ)| < (k : ℤ) then (1 : ℤ) else 0) = 1 := by
          intro j hj
          rw [mem_range] at hi hj
          exact if_pos (abs_lt.2 ⟨by omega, by omega⟩)
        rw [sum_congr rfl h2]
        simp
      rw [sum_congr rfl h1]
      simp only [sum_const, card_range, nsmul_eq_mul]
      ring
    | succ m hm ih =>
      -- one more function adds a row edge, a column edge and a diagonal pair
      have he := edge_count hk hm
      have he' : ∑ j ∈ range m,
          (if |(m : ℤ) - (j : ℤ)| < (k : ℤ) then (1 : ℤ) else 0) = k - 1 := by
        rw [← he]
        exact sum_congr rfl fun j _ => by rw [abs_sub_comm]
      have h0 : (if |(m : ℤ) - (m : ℤ)| < (k : ℤ) then (1 : ℤ) else 0) = 1 := by
        rw [sub_self, abs_zero]
        exact if_pos (by omega)
      simp only [sum_range_succ, sum_add_distrib]
      rw [ih, he, he', h0]
      push_cast
      ring
  rw [← key n hn, band, card_filter]
  push_cast
  rw [Fintype.sum_prod_type, ← Fin.sum_univ_eq_sum_range (fun i : ℕ => ∑ j ∈ range n,
    (if |(i : ℤ) - (j : ℤ)| < (k : ℤ) then (1 : ℤ) else 0)) n]
  refine sum_congr rfl fun i _ => ?_
  exact Fin.sum_univ_eq_sum_range
    (fun j : ℕ => if |((i : ℕ) : ℤ) - (j : ℤ)| < (k : ℤ) then (1 : ℤ) else 0) n

/-- For monotone knots and locally supported functions, a radial integral vanishes for every
kernel unless the index pairs of both electrons lie in the band. -/
theorem radialIntegral_eq_zero {n k : ℕ} {t : ℕ → ℝ} {B : Fin n → ℝ → ℝ} (ht : Monotone t)
    (hB : LocalSupport t k B) (K : ℝ → ℝ → ℝ) {p q : Fin n × Fin n}
    (h : ¬(p ∈ band n k ∧ q ∈ band n k)) : radialIntegral B K p q = 0 := by
  have hz : ∀ x, integrand B K p q x = 0 := by
    intro x
    unfold integrand
    by_cases hp : p ∈ band n k
    · have hq : q ∉ band n k := fun hq => h ⟨hp, hq⟩
      simp only [band, mem_filter, mem_univ, true_and, not_lt] at hq
      rw [product_eq_zero ht hB hq, mul_zero]
    · simp only [band, mem_filter, mem_univ, true_and, not_lt] at hp
      rw [product_eq_zero ht hB hp, zero_mul, zero_mul]
  simp only [radialIntegral, hz, integral_zero]

/-- For monotone knots, locally supported functions and `1 ≤ k ≤ n`, at most
`(n(2k-1) - k(k-1))²` two-electron radial integrals are nonzero, whatever the kernel. -/
theorem nonzero_count_le {n k : ℕ} {t : ℕ → ℝ} {B : Fin n → ℝ → ℝ} (hk : 1 ≤ k) (hn : k ≤ n)
    (ht : Monotone t) (hB : LocalSupport t k B) (K : ℝ → ℝ → ℝ) :
    (({x : (Fin n × Fin n) × (Fin n × Fin n) | radialIntegral B K x.1 x.2 ≠ 0}.ncard : ℕ) : ℤ)
      ≤ (n * (2 * k - 1) - k * (k - 1)) ^ 2 := by
  have hsub : {x : (Fin n × Fin n) × (Fin n × Fin n) | radialIntegral B K x.1 x.2 ≠ 0}
      ⊆ ((band n k ×ˢ band n k : Finset _) : Set _) := by
    rintro ⟨p, q⟩ hx
    rw [Finset.mem_coe, Finset.mem_product]
    by_contra h
    exact hx (radialIntegral_eq_zero ht hB K h)
  have hc := Set.ncard_le_ncard hsub (Finset.finite_toSet _)
  rw [Set.ncard_coe_finset, Finset.card_product] at hc
  rw [← band_card hk hn, sq]
  exact_mod_cast hc

/-- An integral with both pairs in the band is positive if the knots are monotone with
`t j < t (i + k)` for `j < i + k`, the locally supported functions are nonnegative and positive
inside their intervals, the kernel is nonnegative from the first knot on and positive beyond it,
and the integrand is integrable. -/
theorem radialIntegral_pos {n k : ℕ} {t : ℕ → ℝ} {B : Fin n → ℝ → ℝ} {K : ℝ → ℝ → ℝ}
    (ht : Monotone t) (hsep : ∀ i j : Fin n, (j : ℕ) < i + k → t j < t (i + k))
    (hB : LocalSupport t k B) (hB0 : ∀ i r, 0 ≤ B i r)
    (hB1 : ∀ (i : Fin n) (r : ℝ), r ∈ Set.Ioo (t i) (t (i + k)) → 0 < B i r)
    (hK0 : ∀ r s, t 0 ≤ r → t 0 ≤ s → 0 ≤ K r s)
    (hK1 : ∀ r s, t 0 < r → t 0 < s → 0 < K r s) {p q : Fin n × Fin n}
    (hp : p ∈ band n k) (hq : q ∈ band n k) (hint : Integrable (integrand B K p q)) :
    0 < radialIntegral B K p q := by
  -- the supports of a pair in the band overlap in an open interval
  have hne : ∀ u ∈ band n k, (Set.Ioo (t u.1) (t (u.1 + k)) ∩
      Set.Ioo (t u.2) (t (u.2 + k))).Nonempty := by
    intro u hu
    simp only [band, mem_filter, mem_univ, true_and, abs_lt] at hu
    obtain ⟨r, h1, h2⟩ := exists_between
      (show max (t u.1) (t u.2) < min (t (u.1 + k)) (t (u.2 + k)) from
        max_lt (lt_min (hsep _ _ (by omega)) (hsep _ _ (by omega)))
          (lt_min (hsep _ _ (by omega)) (hsep _ _ (by omega))))
    rw [max_lt_iff] at h1
    rw [lt_min_iff] at h2
    exact ⟨r, ⟨h1.1, h2.1⟩, h1.2, h2.2⟩
  have hlow : ∀ (i : Fin n) (r : ℝ), r < t 0 → B i r = 0 := fun i r hr =>
    hB i r fun h => by linarith [h.1, ht (Nat.zero_le (i : ℕ))]
  have hnn : 0 ≤ integrand B K p q := by
    intro x
    change 0 ≤ B p.1 x.1 * B p.2 x.1 * K x.1 x.2 * (B q.1 x.2 * B q.2 x.2)
    rcases lt_or_ge x.1 (t 0) with h | h
    · simp [hlow _ _ h]
    rcases lt_or_ge x.2 (t 0) with h' | h'
    · simp [hlow _ _ h']
    exact mul_nonneg (mul_nonneg (mul_nonneg (hB0 _ _) (hB0 _ _)) (hK0 _ _ h h'))
      (mul_nonneg (hB0 _ _) (hB0 _ _))
  -- the integrand is positive on a nonempty open rectangle
  refine (integral_pos_iff_support_of_nonneg hnn hint).2 ?_
  refine lt_of_lt_of_le (IsOpen.measure_pos volume
    ((isOpen_Ioo.inter isOpen_Ioo).prod (isOpen_Ioo.inter isOpen_Ioo))
    ((hne p hp).prod (hne q hq))) (measure_mono ?_)
  rintro ⟨r, s⟩ ⟨⟨h1, h2⟩, h3, h4⟩
  have hpos := mul_pos (mul_pos (mul_pos (hB1 _ r h1) (hB1 _ r h2))
    (hK1 r s (lt_of_le_of_lt (ht (Nat.zero_le _)) h1.1)
      (lt_of_le_of_lt (ht (Nat.zero_le _)) h3.1))) (mul_pos (hB1 _ s h3) (hB1 _ s h4))
  exact hpos.ne'

/-- For `1 ≤ k ≤ n`, box functions with the Coulomb multipole kernel of any order `L` have
exactly `(n(2k-1) - k(k-1))²` nonzero radial integrals. -/
theorem nonzero_count_witness {n k : ℕ} (hk : 1 ≤ k) (hn : k ≤ n) (L : ℕ) :
    (({x : (Fin n × Fin n) × (Fin n × Fin n) |
      radialIntegral (boxBasis n k) (multipoleKernel L) x.1 x.2 ≠ 0}.ncard : ℕ) : ℤ)
      = (n * (2 * k - 1) - k * (k - 1)) ^ 2 := by
  let t : ℕ → ℝ := fun i => (i : ℝ) + 1
  have hts : StrictMono t := fun a b h => by
    have h' : (a : ℝ) < b := by exact_mod_cast h
    change (a : ℝ) + 1 < b + 1
    linarith
  have ht0 : t 0 = 1 := by simp [t]
  have hin : ∀ (i : Fin n) (r : ℝ), r ∈ Set.Ico (t i) (t (i + k)) → boxBasis n k i r = 1 :=
    fun i r h => Set.indicator_of_mem h _
  have hB : LocalSupport t k (boxBasis n k) := fun i r h => Set.indicator_of_notMem h _
  have h01 : ∀ i r, 0 ≤ boxBasis n k i r ∧ boxBasis n k i r ≤ 1 := by
    intro i r
    by_cases h : r ∈ Set.Ico (t i) (t (i + k))
    · rw [hin i r h]; norm_num
    · rw [hB i r h]; norm_num
  have hKpos : ∀ r s : ℝ, 1 ≤ r → 1 ≤ s → 0 < multipoleKernel L r s := by
    intro r s hr hs
    exact div_pos (pow_pos (lt_min (by linarith) (by linarith)) _)
      (pow_pos (lt_of_lt_of_le (by linarith) (le_max_left r s)) _)
  have hKle : ∀ r s : ℝ, 1 ≤ r → 1 ≤ s → multipoleKernel L r s ≤ 1 := by
    intro r s hr hs
    have hm : 1 ≤ max r s := le_trans hr (le_max_left r s)
    have hmin : 0 ≤ min r s := le_min (by linarith) (by linarith)
    refine (div_le_one (pow_pos (by linarith) _)).2 ?_
    exact (pow_le_pow_left₀ hmin min_le_max L).trans (pow_le_pow_right₀ hm (Nat.le_succ L))
  have hmeas : ∀ i, Measurable (boxBasis n k i) := fun i =>
    measurable_const.indicator measurableSet_Ico
  have hbox : ∀ i, Integrable (boxBasis n k i) := fun i =>
    ((continuous_const.integrableOn_Icc).mono_set Set.Ico_subset_Icc_self).integrable_indicator
      measurableSet_Ico
  have hKm : Measurable fun x : ℝ × ℝ => multipoleKernel L x.1 x.2 :=
    ((measurable_fst.min measurable_snd).pow_const L).div
      ((measurable_fst.max measurable_snd).pow_const (L + 1))
  -- the integrand is dominated by a product of two box functions
  have hint : ∀ p q, Integrable (integrand (boxBasis n k) (multipoleKernel L) p q) := by
    intro p q
    refine Integrable.mono' ((hbox p.1).mul_prod (hbox q.1)) (Measurable.aestronglyMeasurable
      (((((hmeas p.1).comp measurable_fst).mul ((hmeas p.2).comp measurable_fst)).mul hKm).mul
        (((hmeas q.1).comp measurable_snd).mul ((hmeas q.2).comp measurable_snd))))
      (Filter.Eventually.of_forall fun x => ?_)
    unfold integrand
    by_cases h1 : x.1 ∈ Set.Ico (t p.1) (t (p.1 + k))
    · by_cases h2 : x.2 ∈ Set.Ico (t q.1) (t (q.1 + k))
      · have hr : 1 ≤ x.1 := by linarith [h1.1, hts.monotone (Nat.zero_le (p.1 : ℕ))]
        have hs : 1 ≤ x.2 := by linarith [h2.1, hts.monotone (Nat.zero_le (q.1 : ℕ))]
        have hK := (hKpos _ _ hr hs).le
        have hb := h01 p.2 x.1
        have hd := h01 q.2 x.2
        rw [hin _ _ h1, hin _ _ h2, one_mul, one_mul, one_mul,
          Real.norm_of_nonneg (mul_nonneg (mul_nonneg hb.1 hK) hd.1)]
        exact mul_le_one₀ (mul_le_one₀ hb.2 hK (hKle _ _ hr hs)) hd.1 hd.2
      · simp [hB _ _ h2]
    · simp [hB _ _ h1]
  have hset : {x : (Fin n × Fin n) × (Fin n × Fin n) |
      radialIntegral (boxBasis n k) (multipoleKernel L) x.1 x.2 ≠ 0}
      = ((band n k ×ˢ band n k : Finset _) : Set _) := by
    ext ⟨p, q⟩
    rw [Finset.mem_coe, Finset.mem_product]
    constructor
    · intro hx
      by_contra h
      exact hx (radialIntegral_eq_zero hts.monotone hB _ h)
    · rintro ⟨hp, hq⟩
      exact (radialIntegral_pos hts.monotone (fun i j h => hts h) hB (fun i r => (h01 i r).1)
        (fun i r h => by rw [hin i r ⟨h.1.le, h.2⟩]; exact one_pos)
        (fun r s hr hs => (hKpos r s (ht0 ▸ hr) (ht0 ▸ hs)).le)
        (fun r s hr hs => hKpos r s (ht0 ▸ hr.le) (ht0 ▸ hs.le)) hp hq (hint p q)).ne'
  rw [hset, Set.ncard_coe_finset, Finset.card_product, ← band_card hk hn, sq]
  push_cast
  rfl

end

end SplineRadialIntegrals
```

```lean
#print axioms SplineRadialIntegrals.radialIntegral_eq_zero
-- 'SplineRadialIntegrals.radialIntegral_eq_zero' depends on axioms: [propext, Classical.choice, Quot.sound]
#print axioms SplineRadialIntegrals.nonzero_count_le
-- 'SplineRadialIntegrals.nonzero_count_le' depends on axioms: [propext, Classical.choice, Quot.sound]
```

## From supports to the count in the proof

`product_eq_zero` assumes a nonzero product, places `r` in both supports, and splits the absolute value into its two cases. Monotonicity then gives the contradiction derived above.

`edge_count` identifies the earlier partners of index \(m\) with the interval `Ico (m + 1 - k) m`, which has \(k-1\) elements. `band_card` writes the band count as a double sum of zeros and ones and applies induction from \(m=k\). Its successor step adds a row edge, a column edge and a diagonal term. The final lines translate between this sum and the set `band`.

`radialIntegral_eq_zero` applies the product lemma to whichever electron's pair is outside the band. `nonzero_count_le` then places the labels of nonzero integrals inside the product of two bands and compares cardinalities.

For the converse, `radialIntegral_pos` finds the common open intervals with `exists_between`. It uses the fact that a nonnegative integrable function has a positive integral exactly when its support has positive measure; the open rectangle supplies that measure.

`nonzero_count_witness` checks these hypotheses for the box functions. Measurability and the domination estimate give integrability through `Integrable.mono'`. The vanishing and positivity lemmas then show that the set of labels with nonzero integral equals band × band, and `band_card` gives its size.
